# Exchanging the species on two sites conserves the number of sites held by each species

A decoration `σ : V → S` assigns a species from `S` to each site of a finite set `V`, and `composition σ` counts, for each species `s`, the sites `v` with `σ v = s`. The theorem `composition_swapEdge` states that exchanging the occupants of the two ends of an unordered pair `e : Sym2 V` leaves these counts unchanged; `swapEdge e σ` is `σ` precomposed with `edgePerm e`, the permutation that exchanges the two ends. The pair is arbitrary, and its ends may coincide, in which case nothing moves. The attempt fixes a species `s`, applies `Finset.card_equiv` with the bijection `edgePerm e`, and leaves the matching of memberships to `simp [swapEdge]`.

As first written in Lean, the proof fails:

```lean
import Mathlib

open Finset

namespace SwapMonteCarlo

noncomputable section

variable {V S : Type*} [DecidableEq V]

/-- The permutation of sites that exchanges the two ends of the pair `e`. -/
def edgePerm (e : Sym2 V) : Equiv.Perm V :=
  Sym2.lift ⟨fun u v => Equiv.swap u v, fun u v => Equiv.swap_comm u v⟩ e

/-- The decoration obtained from `σ` by exchanging the species on the two ends of `e`. -/
def swapEdge (e : Sym2 V) (σ : V → S) : V → S := σ ∘ edgePerm e

variable [Fintype V] [DecidableEq S]

/-- Composition of a decoration: the number of sites occupied by each species. -/
def composition (σ : V → S) : S → ℕ := fun s => (univ.filter fun v => σ v = s).card

/-- A swap conserves the composition. -/
theorem composition_swapEdge (e : Sym2 V) (σ : V → S) :
    composition (swapEdge e σ) = composition σ := by
  funext s
  exact Finset.card_equiv (edgePerm e) (by simp [swapEdge])

end

end SwapMonteCarlo
```

Messages:

```
Main.lean:27:40: error: unsolved goals
V : Type u_1
S : Type u_2
inst✝² : DecidableEq V
inst✝¹ : Fintype V
inst✝ : DecidableEq S
e : Sym2 V
σ : V → S
s : S
⊢ ∀ (i : V), i ∈ {v | σ ((edgePerm e) v) = s} ↔ σ ((edgePerm e) i) = s
```

This version goes through:

```diff
@@ -25,5 +25,7 @@
     composition (swapEdge e σ) = composition σ := by
   funext s
-  exact Finset.card_equiv (edgePerm e) (by simp [swapEdge])
+  refine Finset.card_equiv (edgePerm e) fun i => ?_
+  simp only [Finset.mem_filter, Finset.mem_univ, true_and]
+  exact Iff.rfl
 
 end
```

What went wrong. `Finset.card_equiv` needs, for every site `i`, that `i` lies in the filtered set for `swapEdge e σ` exactly when `edgePerm e i` lies in the filtered set for `σ`. In the goal that remains, the right-hand membership has been reduced to `σ ((edgePerm e) i) = s`, but the left-hand one has not.

The obstacle is an argument that the message does not print. `Finset.filter` carries a decidability instance for its predicate. `simp` simplifies subterms first, so it unfolds `swapEdge` in the predicate before it tries to rewrite the membership. The predicate becomes `σ ((edgePerm e) v) = s`, while the instance is still the one built for `swapEdge e σ v = s`. To apply a membership lemma such as `Finset.mem_filter`, `simp` has to match this instance with the one it finds for the new predicate. That would require unfolding `swapEdge`, an ordinary definition, which `simp` does not do in this check, even though `swapEdge` is in its list of rewrite rules. The lemma is therefore not applied. The filter on the right never contained `swapEdge`, so its predicate and instance still agree.

The repair removes the memberships before unfolding `swapEdge`. `refine ... fun i => ?_` introduces the site `i` and leaves the equivalence as the goal. `simp only` with `Finset.mem_filter`, `Finset.mem_univ` and `true_and` then works on both sides, because each predicate still matches its instance, and leaves `swapEdge e σ i = s ↔ σ (edgePerm e i) = s`. Since `swapEdge e σ` is by definition `σ ∘ edgePerm e`, the two sides are definitionally equal and `Iff.rfl` closes the goal.
